# Zero-energy Hubbard states from spin-up electrons in zero modes of the hopping matrix

## Two electrons on a triangle

Take three sites and a hopping matrix h whose nine entries all equal t > 0. The off-diagonal entries are hopping amplitudes and the diagonal ones a common site energy. The eigenvalues of h are 0, 0 and 3t. The zero modes are the orbitals whose amplitudes sum to zero, for example

φ = (1, −1, 0)/√2,  χ = (1, 1, −2)/√6.

Put one spin-up electron in each. The hopping energy is zero because both orbitals are zero modes. The on-site repulsion is also zero, because it needs a spin-down electron. Since neither hopping nor repulsion can make the energy negative, this polarised state is a ground state, however strong the repulsion.

## The Hamiltonian and the claim

Let c_{iσ} be the annihilation operator for site i and spin σ, and c†_{iσ} its adjoint. The Hamiltonian is

H = T↑ + T↓ + Σ_i U_i n_{i↑} n_{i↓},
T_σ = Σ_{ij} h_{ij} c†_{iσ} c_{jσ},  n_{iσ} = c†_{iσ} c_{iσ}.

The hopping enters with a plus sign. Where it is written with a minus sign instead, as is common, that sign belongs inside h, and the triangle above has a negative hopping parameter in that convention. Positive semidefinite h means that no orbital has negative energy; shifting all site energies equally achieves this for any Hermitian hopping. The condition U_i ≥ 0 says that two electrons on one site do not attract.

For an orbital φ write c†(φ) = Σ_i φ_i c†_{i↑}. Let v be a vector annihilated by every c_{iσ}, and let Ψ be the result of applying N such creators to v. The claim is that H is positive semidefinite if h is and every U_i ≥ 0, and that HΨ = 0 whenever every orbital used satisfies hφ = 0.

In Lean, sites form a finite type `Λ` and the operators are complex matrices indexed by a finite type `n`. `IsCAR` states the anticommutation relations, `create c φ` is c†(φ), and `polarized c v l` is Ψ for a list `l` of orbitals, whose head is created last. The vacuum condition is `hv`. The relations are assumed for the given matrices; `car_witness` supplies an explicit example on one site.

## What the claim leaves open

A zero-energy vector is a ground state only if it is non-zero. The theorem does not say when Ψ is: a repeated orbital gives Ψ = 0 by the Pauli principle.

Nor does it exclude other ground states. At U = 0, an up and a down electron in the same zero mode also have energy zero. Ferromagnetism in the usual sense, where the polarised states win against all competitors, requires further conditions on the repulsion, the filling and the overlap of the zero modes. The Lean theorem is named `flat_band_ferromagnetism` after lattices whose zero modes form a flat band, where such ferromagnetism is studied, but it proves only the claim stated above.

For exact diagonalisation of a finite Hubbard cluster this gives a check: with h positive semidefinite and every U_i ≥ 0, the lowest energy of N electrons must be zero whenever h has at least N linearly independent zero modes.

## The energy of the polarised state

The anticommutation relations give

c_{jσ} c†(φ) + c†(φ) c_{jσ} = φ_j for σ = ↑, and 0 for σ = ↓.

Use this for spin up, then the fact that two creators anticommute:

c†_{i↑} c_{j↑} c†(φ) = φ_j c†_{i↑} − c†_{i↑} c†(φ) c_{j↑}
= φ_j c†_{i↑} + c†(φ) c†_{i↑} c_{j↑}.

Multiplying by h_{ij} and summing yields

T↑ c†(φ) = c†(φ) T↑ + c†(hφ).

Suppose every orbital satisfies hφ = eφ. Then T↑Ψ = N e Ψ by induction. For N = 0, T↑v = 0. Adding an orbital gives

T↑ c†(φ)Ψ = c†(φ) N e Ψ + e c†(φ)Ψ = (N + 1) e c†(φ)Ψ.

For zero modes e = 0, so T↑Ψ = 0.

For spin down, c_{j↓} c†(φ) = −c†(φ) c_{j↓}. Moving c_{j↓} through all creators until it reaches v gives c_{j↓}Ψ = 0. Every term of T↓ and of the interaction ends on the right in a spin-down annihilator, so both vanish on Ψ. Hence HΨ = 0.

## No state has negative energy

T_σ is Hermitian because h is. For any vector x put y_i = c_{iσ} x, with components y_i(k). Then

⟨x, T_σ x⟩ = Σ_{ij} h_{ij} ⟨y_i, y_j⟩ = Σ_k Σ_{ij} y_i(k)* h_{ij} y_j(k) ≥ 0,

since for each k the inner double sum is a quadratic form of h.

For the interaction, set D_i = c_{i↓} c_{i↑}. Two sign changes give

n_{i↑} n_{i↓} = −c†_{i↑} c†_{i↓} c_{i↑} c_{i↓} = c†_{i↑} c†_{i↓} c_{i↓} c_{i↑} = D_i† D_i.

Each U_i D_i† D_i is positive semidefinite, and so is the sum H.

## The Lean file

```lean
import Mathlib

open Matrix Finset
open scoped ComplexOrder

namespace FlatBandFerromagnetism

noncomputable section

/-- The two spin directions of an electron. -/
inductive Spin
  | up
  | down
  deriving DecidableEq

variable {Λ n : Type*} [Fintype Λ] [DecidableEq Λ] [Fintype n] [DecidableEq n]

/-- The canonical anticommutation relations for annihilation matrices `c i σ`. -/
structure IsCAR (c : Λ → Spin → Matrix n n ℂ) : Prop where
  anti : ∀ i j σ τ, c i σ * c j τ + c j τ * c i σ = 0
  canon : ∀ i j σ τ, c i σ * (c j τ)ᴴ + (c j τ)ᴴ * c i σ = if i = j ∧ σ = τ then 1 else 0

/-- Hopping of the electrons of spin `σ` with amplitudes `h i j`. -/
def hop (c : Λ → Spin → Matrix n n ℂ) (h : Matrix Λ Λ ℂ) (σ : Spin) : Matrix n n ℂ :=
  ∑ i, ∑ j, h i j • ((c i σ)ᴴ * c j σ)

/-- The Hubbard Hamiltonian: hopping of both spins and on-site interactions `U i`. -/
def hubbard (c : Λ → Spin → Matrix n n ℂ) (h : Matrix Λ Λ ℂ) (U : Λ → ℝ) : Matrix n n ℂ :=
  hop c h .up + hop c h .down +
    ∑ i, (U i : ℂ) • ((c i .up)ᴴ * c i .up * ((c i .down)ᴴ * c i .down))

/-- Creation of a spin-up electron in the orbital with site amplitudes `φ`. -/
def create (c : Λ → Spin → Matrix n n ℂ) (φ : Λ → ℂ) : Matrix n n ℂ :=
  ∑ i, φ i • (c i .up)ᴴ

/-- The state made from `v` by creating a spin-up electron in each orbital of a list. -/
def polarized (c : Λ → Spin → Matrix n n ℂ) (v : n → ℂ) : List (Λ → ℂ) → n → ℂ
  | [] => v
  | φ :: l => create c φ *ᵥ polarized c v l

variable {c : Λ → Spin → Matrix n n ℂ} {v : n → ℂ}

omit [DecidableEq Λ] [DecidableEq n] in
/-- A sum of operators acts on a state term by term. -/
theorem sum_act (f : Λ → Matrix n n ℂ) (x : n → ℂ) : (∑ i, f i) *ᵥ x = ∑ i, f i *ᵥ x :=
  map_sum (AddMonoidHom.mk' (fun M : Matrix n n ℂ => M *ᵥ x)
    (fun A B => add_mulVec A B x)) f univ

/-- The anticommutator of a site annihilator with an orbital creator is the amplitude of the
orbital on that site for spin up, and zero for spin down. -/
theorem annihilate_create (hc : IsCAR c) (φ : Λ → ℂ) (j : Λ) (σ : Spin) :
    c j σ * create c φ + create c φ * c j σ =
      (if σ = .up then φ j else 0) • (1 : Matrix n n ℂ) := by
  simp only [create, mul_sum, sum_mul, ← sum_add_distrib, mul_smul_comm, smul_mul_assoc,
    ← smul_add, hc.canon]
  cases σ <;> simp

/-- Moving the spin-up hopping past the creator of `φ` leaves a creator of the orbital `h φ`. -/
theorem hop_create (hc : IsCAR c) (h : Matrix Λ Λ ℂ) (φ : Λ → ℂ) :
    hop c h .up * create c φ = create c φ * hop c h .up + create c (h *ᵥ φ) := by
  have key : ∀ i j, (c i .up)ᴴ * c j .up * create c φ =
      create c φ * ((c i .up)ᴴ * c j .up) + φ j • (c i .up)ᴴ := by
    intro i j
    have h1 := annihilate_create hc φ j .up
    rw [if_pos rfl] at h1
    -- two creators anticommute
    have h2 : (c i .up)ᴴ * create c φ + create c φ * (c i .up)ᴴ = 0 := by
      simp only [create, mul_sum, sum_mul, ← sum_add_distrib, mul_smul_comm, smul_mul_assoc,
        ← smul_add]
      refine sum_eq_zero fun k _ => ?_
      have h3 := congrArg conjTranspose (hc.anti k i .up .up)
      simp only [conjTranspose_add, conjTranspose_mul, conjTranspose_zero] at h3
      rw [h3, smul_zero]
    calc (c i .up)ᴴ * c j .up * create c φ
        = (c i .up)ᴴ * (c j .up * create c φ + create c φ * c j .up)
          - ((c i .up)ᴴ * create c φ + create c φ * (c i .up)ᴴ) * c j .up
          + create c φ * ((c i .up)ᴴ * c j .up) := by noncomm_ring
      _ = _ := by rw [h1, h2, mul_smul_comm, mul_one, zero_mul, sub_zero, add_comm]
  have h4 : create c (h *ᵥ φ) = ∑ i, ∑ j, h i j • φ j • (c i .up)ᴴ := by
    simp only [create, mulVec, dotProduct, sum_smul, smul_smul]
  rw [h4]
  simp only [hop, sum_mul, smul_mul_assoc, key, smul_add, sum_add_distrib, mul_sum,
    mul_smul_comm]

/-- If all filled orbitals are eigenvectors of `h` with the same eigenvalue `e`, the spin-up
hopping energy of the polarised state over a vacuum is `e` times the number of electrons. -/
theorem hop_polarized (hc : IsCAR c) (hv : ∀ i σ, c i σ *ᵥ v = 0) (h : Matrix Λ Λ ℂ) (e : ℂ)
    (l : List (Λ → ℂ)) (hl : ∀ φ ∈ l, h *ᵥ φ = e • φ) :
    hop c h .up *ᵥ polarized c v l = ((l.length : ℂ) * e) • polarized c v l := by
  induction l with
  | nil =>
    simp only [polarized, hop, sum_act, smul_mulVec, ← mulVec_mulVec, hv, mulVec_zero,
      smul_zero, sum_const_zero, List.length_nil, Nat.cast_zero, zero_mul, zero_smul]
  | cons φ l ih =>
    have h1 : create c (e • φ) = e • create c φ := by
      simp only [create, smul_sum, smul_smul, Pi.smul_apply, smul_eq_mul]
    rw [polarized, mulVec_mulVec, hop_create hc, add_mulVec, ← mulVec_mulVec,
      ih fun χ hχ => hl χ (List.mem_cons_of_mem _ hχ), hl φ List.mem_cons_self, h1,
      smul_mulVec, mulVec_smul, List.length_cons]
    push_cast
    module

/-- The polarised state over a vacuum contains no spin-down electron on any site. -/
theorem down_polarized (hc : IsCAR c) (hv : ∀ i σ, c i σ *ᵥ v = 0) (l : List (Λ → ℂ)) (j : Λ) :
    c j .down *ᵥ polarized c v l = 0 := by
  induction l with
  | nil => exact hv j .down
  | cons φ l ih =>
    have h1 := annihilate_create hc φ j .down
    simp only [reduceCtorEq, if_false, zero_smul] at h1
    rw [polarized, mulVec_mulVec, eq_neg_of_add_eq_zero_left h1, neg_mulVec, ← mulVec_mulVec,
      ih, mulVec_zero, neg_zero]

omit [DecidableEq Λ] [DecidableEq n] in
/-- A positive semidefinite hopping matrix gives a positive semidefinite hopping operator. -/
theorem hop_posSemidef (c : Λ → Spin → Matrix n n ℂ) {h : Matrix Λ Λ ℂ} (hh : h.PosSemidef)
    (σ : Spin) : (hop c h σ).PosSemidef := by
  refine PosSemidef.of_dotProduct_mulVec_nonneg ?_ fun x => ?_
  · change (hop c h σ)ᴴ = hop c h σ
    simp only [hop, conjTranspose_sum, conjTranspose_smul, conjTranspose_mul,
      conjTranspose_conjTranspose]
    refine sum_comm.trans (sum_congr rfl fun i _ => sum_congr rfl fun j _ => ?_)
    rw [hh.isHermitian.apply]
  · -- the expectation value is a sum of quadratic forms of `h`
    let q : Matrix n n ℂ →+ ℂ := AddMonoidHom.mk' (fun M => star x ⬝ᵥ M *ᵥ x)
      (fun A B => by simp only [add_mulVec, dotProduct_add])
    obtain ⟨y, hy⟩ : ∃ y : Λ → n → ℂ, ∀ i, y i = c i σ *ᵥ x := ⟨_, fun _ => rfl⟩
    have hq : ∀ i j, q (h i j • ((c i σ)ᴴ * c j σ)) =
        ∑ k, star (y i k) * (h i j * y j k) := by
      intro i j
      change star x ⬝ᵥ (h i j • ((c i σ)ᴴ * c j σ)) *ᵥ x = _
      rw [smul_mulVec, ← mulVec_mulVec, dotProduct_smul, dotProduct_mulVec, ← star_mulVec,
        ← hy, ← hy, smul_eq_mul, dotProduct, mul_sum]
      exact sum_congr rfl fun k _ => by simp only [Pi.star_apply]; ring
    have hs : q (hop c h σ) = ∑ k, star (fun i => y i k) ⬝ᵥ h *ᵥ (fun i => y i k) := by
      simp only [hop, map_sum, hq, dotProduct, mulVec, Pi.star_apply, mul_sum]
      symm
      exact sum_comm.trans (sum_congr rfl fun i _ => sum_comm)
    change 0 ≤ q (hop c h σ)
    rw [hs]
    exact sum_nonneg fun k _ => hh.dotProduct_mulVec_nonneg _

/-- For positive semidefinite hopping and `U i ≥ 0` the Hubbard Hamiltonian is positive
semidefinite, and it annihilates every state made from a vacuum by creating spin-up electrons in
zero modes of the hopping matrix. -/
theorem flat_band_ferromagnetism (hc : IsCAR c) (hv : ∀ i σ, c i σ *ᵥ v = 0)
    {h : Matrix Λ Λ ℂ} (hh : h.PosSemidef) {U : Λ → ℝ} (hU : ∀ i, 0 ≤ U i) :
    (hubbard c h U).PosSemidef ∧
      ∀ l : List (Λ → ℂ), (∀ φ ∈ l, h *ᵥ φ = 0) → hubbard c h U *ᵥ polarized c v l = 0 := by
  constructor
  · refine ((hop_posSemidef c hh .up).add (hop_posSemidef c hh .down)).add
      (posSemidef_sum _ fun i _ => ?_)
    -- double occupancy has the form `Dᴴ * D`
    have h1 := hc.anti i i .up .down
    have h2 := hc.canon i i .up .down
    simp only [reduceCtorEq, and_false, if_false] at h2
    have h3 : (c i .up)ᴴ * c i .up * ((c i .down)ᴴ * c i .down) =
        (c i .down * c i .up)ᴴ * (c i .down * c i .up) := by
      rw [conjTranspose_mul]
      linear_combination (norm := noncomm_ring)
        (c i .up)ᴴ * h2 * c i .down - (c i .up)ᴴ * (c i .down)ᴴ * h1
    rw [h3]
    exact (posSemidef_conjTranspose_mul_self _).smul (by exact_mod_cast hU i)
  · intro l hl
    have h1 := hop_polarized hc hv h 0 l fun φ hφ => by rw [hl φ hφ, zero_smul]
    rw [mul_zero, zero_smul] at h1
    rw [hubbard, add_mulVec, add_mulVec, h1]
    -- every remaining term has a spin-down annihilator on the right
    simp only [hop, sum_act, smul_mulVec, ← mulVec_mulVec, down_polarized hc hv, mulVec_zero,
      smul_zero, sum_const_zero, add_zero]

/-- Annihilators of one site in the basis empty, up, down, doubly occupied. -/
def site : Spin → Matrix (Fin 4) (Fin 4) ℂ
  | .up => !![0, 1, 0, 0; 0, 0, 0, 0; 0, 0, 0, 1; 0, 0, 0, 0]
  | .down => !![0, 0, 1, 0; 0, 0, 0, -1; 0, 0, 0, 0; 0, 0, 0, 0]

/-- The matrices of a single site obey the canonical anticommutation relations and annihilate
the empty state. -/
theorem car_witness :
    IsCAR (fun _ : Fin 1 => site) ∧ ∀ σ, site σ *ᵥ ![1, 0, 0, 0] = 0 := by
  refine ⟨⟨fun _ _ σ τ => ?_, fun i j σ τ => ?_⟩, fun σ => ?_⟩
  · cases σ <;> cases τ <;> ext a b <;> fin_cases a <;> fin_cases b <;>
      simp [site]
  · obtain rfl := Subsingleton.elim i j
    -- write the products entrywise before inserting the numbers
    cases σ <;> cases τ <;> ext a b <;>
      simp only [Matrix.add_apply, Matrix.mul_apply, conjTranspose_apply,
        Fin.sum_univ_four] <;>
      fin_cases a <;> fin_cases b <;> simp [site]
  · cases σ <;> ext a <;> fin_cases a <;>
      simp [site, Matrix.mulVec, dotProduct, Fin.sum_univ_succ]

end

end FlatBandFerromagnetism
```

```lean
#print axioms FlatBandFerromagnetism.flat_band_ferromagnetism
-- 'FlatBandFerromagnetism.flat_band_ferromagnetism' depends on axioms: [propext, Classical.choice, Quot.sound]
```

## From the anticommutators to the final theorem

`annihilate_create` is the first anticommutator, with a case split on the spin. In `hop_create`, `h2` says that two creators anticommute, and `noncomm_ring` checks the rearrangement that moves c†(φ) to the left. Summation over the sites then produces the creator of hφ.

`hop_polarized` is the induction on the list of orbitals, for any common eigenvalue `e`; `module` collects N e + e into (N + 1) e. `down_polarized` is the matching induction for spin-down annihilators. Both use `sum_act` or matrix associativity to let operators act on a state one at a time.

`hop_posSemidef` first proves Hermiticity. It then writes the expectation value as the sum over k above: `hq` treats one pair of sites, and `hs` exchanges the order of summation.

In `flat_band_ferromagnetism`, the first half adds the positive parts. There `linear_combination` obtains D†D from the two anticommutators `h1` and `h2`. The second half applies `hop_polarized` with `e` equal to 0, and `down_polarized` removes the remaining terms. This half uses neither `hh` nor `hU`: positivity serves only to place the zero energy at the bottom of the spectrum.

`car_witness` checks the 4 × 4 matrices of `site` entry by entry. The minus sign in the spin-down matrix makes the two spin species anticommute.
